# Equally coupled antiferromagnetic spins 1/2, even in number, climb a unit-step spin staircase in a field

Four spins 1/2 at the corners of a regular tetrahedron, with equal antiferromagnetic exchange, have ground spin zero. A magnetic field favours alignment. At which fields does the ground spin change, and by how much?

## Spins and their Hamiltonian

In Lean 4 with Mathlib:

```lean
import Mathlib

namespace SpinStaircase

noncomputable section

variable {N : ℕ}
```

`N` is the number of spins.

```lean
/-- A state of `N` spins 1/2: an amplitude for every set of up spins. -/
abbrev State (N : ℕ) := Finset (Fin N) → ℂ
```

A state $\psi$ gives a complex amplitude $\psi(s)$ to each set $s$ of up spins. It need not be normalised.

```lean
/-- Raising operator of spin `i`. -/
def sp (i : Fin N) : Module.End ℂ (State N) where
  toFun ψ := fun s => if i ∈ s then ψ (s.erase i) else 0
  map_add' ψ φ := by funext s; by_cases h : i ∈ s <;> simp [h]
  map_smul' c ψ := by funext s; by_cases h : i ∈ s <;> simp [h]
```

`Module.End ℂ (State N)` is the type of linear operators on states. Here $(S_i^+\psi)(s)=\psi(s\setminus\{i\})$ if $i\in s$, and zero otherwise.

```lean
/-- Lowering operator of spin `i`. -/
def sm (i : Fin N) : Module.End ℂ (State N) where
  toFun ψ := fun s => if i ∈ s then 0 else ψ (insert i s)
  map_add' ψ φ := by funext s; by_cases h : i ∈ s <;> simp [h]
  map_smul' c ψ := by funext s; by_cases h : i ∈ s <;> simp [h]
```

$(S_i^-\psi)(s)=\psi(s\cup\{i\})$ if $i\notin s$, and zero otherwise.

```lean
/-- The z component of spin `i`: 1/2 for up, -1/2 for down. -/
def sz (i : Fin N) : Module.End ℂ (State N) where
  toFun ψ := fun s => (if i ∈ s then 1 / 2 else -1 / 2) * ψ s
  map_add' ψ φ := by funext s; simp only [Pi.add_apply]; ring
  map_smul' c ψ := by
    funext s; simp only [Pi.smul_apply, smul_eq_mul, RingHom.id_apply]; ring
```

$S_i^z$ is $\pm\tfrac12$, so $\hbar=1$.

```lean
/-- The x component of spin `i`. -/
def sx (i : Fin N) : Module.End ℂ (State N) := (1 / 2 : ℂ) • (sp i + sm i)
```

$S_i^x=(S_i^++S_i^-)/2$.

```lean
/-- The y component of spin `i`. -/
def sy (i : Fin N) : Module.End ℂ (State N) := (-Complex.I / 2) • (sp i - sm i)
```

$S_i^y=(S_i^+-S_i^-)/2i$.

```lean
/-- The scalar product `S_i · S_j`. -/
def dot (i j : Fin N) : Module.End ℂ (State N) := sx i * sx j + sy i * sy j + sz i * sz j
```

This is $\mathbf S_i\cdot\mathbf S_j$.

```lean
/-- Total raising operator. -/
def Sp (N : ℕ) : Module.End ℂ (State N) := ∑ i, sp i
```

$S^+=\sum_i S_i^+$.

```lean
/-- Total lowering operator. -/
def Sm (N : ℕ) : Module.End ℂ (State N) := ∑ i, sm i
```

$S^-=\sum_i S_i^-$.

```lean
/-- Total z component. -/
def Sz (N : ℕ) : Module.End ℂ (State N) := ∑ i, sz i
```

$S^z=\sum_i S_i^z$.

```lean
/-- The square of the total spin. -/
def totalSq (N : ℕ) : Module.End ℂ (State N) :=
  (∑ i, sx i) * (∑ i, sx i) + (∑ i, sy i) * (∑ i, sy i) + Sz N * Sz N
```

$\mathbf S^2$ is the sum of the three squared total components.

```lean
/-- All-to-all exchange `J` in a field `B` along z. -/
def hamiltonian (N : ℕ) (J B : ℝ) : Module.End ℂ (State N) :=
  (J : ℂ) • (∑ i, ∑ j with i < j, dot i j) - (B : ℂ) • Sz N
```

$H=J\sum_{i<j}\mathbf S_i\cdot\mathbf S_j-BS^z$. The exchange $J$ is the same for every pair, antiferromagnetic for $J>0$; each unit of $S^z$ contributes $-B$ to the Zeeman energy.

```lean
/-- `ψ` has total spin `S` and z component `M`. -/
def HasSpin (S M : ℝ) (ψ : State N) : Prop :=
  totalSq N ψ = ((S * (S + 1) : ℝ) : ℂ) • ψ ∧ Sz N ψ = (M : ℂ) • ψ
```

`HasSpin S M ψ` means $\mathbf S^2\psi=S(S+1)\psi$ and $S^z\psi=M\psi$.

```lean
/-- A ground vector: a nonzero eigenvector whose eigenvalue is the lowest real one. -/
def IsGround (H : Module.End ℂ (State N)) (ψ : State N) : Prop :=
  ψ ≠ 0 ∧ ∃ E : ℝ, H ψ = (E : ℂ) • ψ ∧
    ∀ (E' : ℝ) (φ : State N), φ ≠ 0 → H φ = (E' : ℂ) • φ → E ≤ E'
```

A ground vector is a nonzero eigenvector with the lowest real eigenvalue. Since $H$ is Hermitian, this is the usual notion.

```lean
/-- Magnetisation of `N` spins of which `p` are up. -/
def mag (N p : ℕ) : ℝ := p - N / 2
```

With $p$ spins up, $M=p-N/2$.

```lean
/-- The energy of a multiplet of spin `m` in its state with z component `m`. -/
def level (N : ℕ) (J B m : ℝ) : ℝ := J / 2 * (m * (m + 1) - 3 * N / 4) - B * m
```

$e(m)=\tfrac J2\left[m(m+1)-\tfrac{3N}4\right]-Bm$.

## From commutators to an energy balance

```lean
/-- A raising and a lowering operator of different spins commute; on one spin their commutator is
`2 sz`. -/
theorem sp_mul_sm (i j : Fin N) :
    sp i * sm j = sm j * sp i + if i = j then (2 : ℂ) • sz i else 0 := by
  refine LinearMap.ext fun ψ => funext fun s => ?_
  by_cases hij : i = j
  · subst hij
    by_cases h : i ∈ s <;> simp [sp, sm, sz, h]
    ring
  · by_cases hi : i ∈ s <;> by_cases hj : j ∈ s <;>
      simp [sp, sm, hij, Ne.symm hij, hi, hj, Finset.erase_insert_of_ne]
```

$S_i^+S_j^-=S_j^-S_i^++2\delta_{ij}S_i^z$, checked amplitude by amplitude.

```lean
/-- The squared total spin in ladder form, and the Hamiltonian in terms of the squared total
spin and the total z component. -/
theorem hamiltonian_eq (N : ℕ) (J B : ℝ) :
    totalSq N = Sm N * Sp N + Sz N * Sz N + Sz N ∧
    hamiltonian N J B =
      (J / 2 : ℂ) • (totalSq N - (3 * N / 4 : ℂ) • 1) - (B : ℂ) • Sz N := by
  have hl : ∀ a b c d : Module.End ℂ (State N),
      ((1 / 2 : ℂ) • (a + b)) * ((1 / 2 : ℂ) • (c + d)) +
        ((-Complex.I / 2) • (a - b)) * ((-Complex.I / 2) • (c - d)) =
      (1 / 2 : ℂ) • (a * d + b * c) := by
    intro a b c d
    have h : (-Complex.I / 2) * (-Complex.I / 2) = (-1 / 4 : ℂ) := by
      linear_combination (1 / 4) * Complex.I_sq
    rw [smul_mul_smul_comm, smul_mul_smul_comm, h]
    simp only [mul_add, add_mul, mul_sub, sub_mul]
    module
  constructor
  · have hc : Sp N * Sm N = Sm N * Sp N + (2 : ℂ) • Sz N := by
      simp only [Sp, Sm, Sz, Finset.sum_mul_sum, sp_mul_sm, Finset.sum_add_distrib,
        Finset.sum_ite_eq, Finset.mem_univ, if_true, Finset.smul_sum]
      rw [Finset.sum_comm]
    have hx : ∑ i, sx i = (1 / 2 : ℂ) • (Sp N + Sm N) := by
      simp only [sx, Sp, Sm, ← Finset.smul_sum, Finset.sum_add_distrib]
    have hy : ∑ i, sy i = (-Complex.I / 2) • (Sp N - Sm N) := by
      simp only [sy, Sp, Sm, ← Finset.smul_sum, Finset.sum_sub_distrib]
    rw [totalSq, hx, hy, hl, hc]
    module
  -- split the double sum into the diagonal and two equal halves
  · have hs : ∀ i : Fin N, dot i i = (3 / 4 : ℂ) • 1 := by
      intro i
      simp only [dot, sx, sy, hl]
      refine LinearMap.ext fun ψ => funext fun s => ?_
      by_cases h : i ∈ s <;> simp [sp, sm, sz, h] <;> ring
    have hsym : ∀ i j : Fin N, i ≠ j → dot j i = dot i j := by
      intro i j h
      have h1 := sp_mul_sm i j
      have h2 := sp_mul_sm j i
      rw [if_neg h, add_zero] at h1
      rw [if_neg h.symm, add_zero] at h2
      have hz : sz j * sz i = sz i * sz j := by
        refine LinearMap.ext fun ψ => funext fun s => ?_
        simp only [sz, Module.End.mul_apply, LinearMap.coe_mk, AddHom.coe_mk]
        ring
      simp only [dot, sx, sy, hl]
      rw [h1, h2, hz]
      module
    have split : ∀ i j : Fin N, dot i j = (if i < j then dot i j else 0) +
        (if j < i then dot j i else 0) + (if i = j then (3 / 4 : ℂ) • 1 else 0) := by
      intro i j
      rcases lt_trichotomy i j with h | h | h
      · simp [h, h.ne, lt_asymm h]
      · subst h; simp [hs]
      · simp [h, h.ne', lt_asymm h, hsym i j h.ne']
    have hc : ∑ i : Fin N, ∑ j : Fin N, (if j < i then dot j i else 0) =
        ∑ i : Fin N, ∑ j : Fin N, (if i < j then dot i j else 0) := Finset.sum_comm
    have e : totalSq N = ∑ i, ∑ j, dot i j := by
      simp only [totalSq, Sz, dot, Finset.sum_mul_sum, Finset.sum_add_distrib]
    rw [Finset.sum_congr rfl fun i _ => Finset.sum_congr rfl fun j _ => split i j] at e
    simp only [Finset.sum_add_distrib, Finset.sum_ite_eq, Finset.mem_univ, if_true] at e
    rw [hc, Finset.sum_const, Finset.card_univ, Fintype.card_fin,
      ← Nat.cast_smul_eq_nsmul ℂ] at e
    rw [e, hamiltonian]
    simp only [Finset.sum_filter]
    module
```

Summing the commutators gives $S^+S^-=S^-S^++2S^z$, so
$$\mathbf S^2=\tfrac12(S^+S^-+S^-S^+)+(S^z)^2=S^-S^++(S^z)^2+S^z.$$
Also $\mathbf S^2=\tfrac{3N}4+2\sum_{i<j}\mathbf S_i\cdot\mathbf S_j$, hence $H=\tfrac J2(\mathbf S^2-\tfrac{3N}4)-BS^z$.

```lean
/-- The total z component multiplies each amplitude by the magnetisation. -/
theorem Sz_apply (ψ : State N) (s : Finset (Fin N)) :
    Sz N ψ s = (mag N s.card : ℂ) * ψ s := by
  have h : ∀ i, (sz i ψ) s = ((if i ∈ s then 1 else 0) - 1 / 2) * ψ s := by
    intro i
    change (if i ∈ s then (1 / 2 : ℂ) else -1 / 2) * ψ s = _
    split_ifs <;> ring
  simp only [Sz, LinearMap.sum_apply, Finset.sum_apply, h, ← Finset.sum_mul,
    Finset.sum_sub_distrib]
  congr 1
  simp [mag, div_eq_mul_inv]
```

$S^z$ multiplies $\psi(s)$ by $m_s=|s|-N/2$.

```lean
/-- A state with `p` up spins that the raising operator annihilates has total spin equal to
its magnetisation. -/
theorem highest_weight {p : ℕ} {ψ : State N} (hp : Sp N ψ = 0)
    (hs : ∀ s, s.card ≠ p → ψ s = 0) : HasSpin (mag N p) (mag N p) ψ := by
  have hz : Sz N ψ = (mag N p : ℂ) • ψ := by
    funext s
    rw [Sz_apply, Pi.smul_apply, smul_eq_mul]
    by_cases h : s.card = p
    · rw [h]
    · rw [hs s h, mul_zero, mul_zero]
  refine ⟨?_, hz⟩
  rw [(hamiltonian_eq N 0 0).1]
  simp only [LinearMap.add_apply, Module.End.mul_apply, hp, map_zero, hz, map_smul]
  push_cast
  module
```

If $S^+\psi=0$ and only sets of $p$ up spins contribute, the ladder form gives $\mathbf S^2\psi=M(M+1)\psi$, so $S=S^z=M$.

```lean
/-- For an eigenvector of energy `E`, the weight of the raised state and the level energies
measured from `E` balance to zero. -/
theorem energy_balance {J B E : ℝ} {ψ : State N}
    (h : hamiltonian N J B ψ = (E : ℂ) • ψ) :
    J / 2 * ∑ s, ‖Sp N ψ s‖ ^ 2 +
      ∑ s, (level N J B (mag N s.card) - E) * ‖ψ s‖ ^ 2 = 0 := by
  -- lowering is the adjoint of raising
  have hadj : ∀ (i : Fin N) (χ : State N),
      ∑ s, star (ψ s) * sm i χ s = ∑ s, star (sp i ψ s) * χ s := by
    intro i χ
    have hb : ∑ s with i ∉ s, star (ψ s) * χ (insert i s) =
        ∑ s with i ∈ s, star (ψ (s.erase i)) * χ s := by
      refine Finset.sum_nbij' (fun s => insert i s) (fun s => s.erase i) ?_ ?_ ?_ ?_ ?_
      · intro s _; simp
      · intro s _; simp
      · intro s hs; exact Finset.erase_insert (by simpa using hs)
      · intro s hs; exact Finset.insert_erase (by simpa using hs)
      · intro s hs
        rw [Finset.erase_insert (by simpa using hs)]
    rw [Finset.sum_filter, Finset.sum_filter] at hb
    refine Eq.trans (Finset.sum_congr rfl fun s _ => ?_)
      (hb.trans (Finset.sum_congr rfl fun s _ => ?_))
    · by_cases hi : i ∈ s <;> simp [sm, hi]
    · by_cases hi : i ∈ s <;> simp [sp, hi]
  have htot : ∀ χ : State N,
      ∑ s, star (ψ s) * Sm N χ s = ∑ s, star (Sp N ψ s) * χ s := by
    intro χ
    simp only [Sm, Sp, LinearMap.sum_apply, Finset.sum_apply, Finset.mul_sum, star_sum,
      Finset.sum_mul]
    rw [Finset.sum_comm]
    refine Eq.trans ?_ Finset.sum_comm
    exact Finset.sum_congr rfl fun i _ => hadj i χ
  have hn : ∀ z : ℂ, star z * z = (‖z‖ : ℂ) ^ 2 := by
    intro z
    rw [← Complex.ofReal_pow, ← Complex.normSq_eq_norm_sq]
    exact Complex.normSq_eq_conj_mul_self.symm
  have key : (J : ℂ) / 2 * ∑ s, (‖Sp N ψ s‖ : ℂ) ^ 2 +
      ∑ s, ((level N J B (mag N s.card) : ℂ) - E) * (‖ψ s‖ : ℂ) ^ 2 = 0 := by
    have h1 := htot (Sp N ψ)
    simp only [hn] at h1
    rw [← h1, Finset.mul_sum, ← Finset.sum_add_distrib]
    refine Finset.sum_eq_zero fun s _ => ?_
    have h2 := congrFun h s
    rw [(hamiltonian_eq N J B).2, (hamiltonian_eq N J B).1] at h2
    simp only [LinearMap.sub_apply, LinearMap.smul_apply, LinearMap.add_apply,
      Module.End.mul_apply, Module.End.one_apply, Pi.sub_apply, Pi.add_apply,
      Pi.smul_apply, smul_eq_mul, Sz_apply] at h2
    rw [← hn]
    simp only [level]
    push_cast
    linear_combination star (ψ s) * h2
  exact_mod_cast key
```

Let $H\psi=E\psi$. Insert the ladder form and take the scalar product with $\psi$. Since $S^-$ is the adjoint of $S^+$ (`hadj`, `htot`),
$$\tfrac J2\sum_s|(S^+\psi)(s)|^2+\sum_s\,(e(m_s)-E)\,|\psi(s)|^2=0.$$

## A dimension count supplies the state

```lean
/-- If at least half of the `N` spins are up, some nonzero state has total spin and z component
both equal to the magnetisation. -/
theorem exists_highest {p : ℕ} (hN : N ≤ 2 * p) (hp : p ≤ N) :
    ∃ ψ : State N, ψ ≠ 0 ∧ HasSpin (mag N p) (mag N p) ψ := by
  let e : ({s : Finset (Fin N) // s.card = p} → ℂ) →ₗ[ℂ] State N :=
    { toFun := fun f s => if h : s.card = p then f ⟨s, h⟩ else 0
      map_add' := by intro f g; funext s; by_cases h : s.card = p <;> simp [h]
      map_smul' := by intro c f; funext s; by_cases h : s.card = p <;> simp [h] }
  let T := (LinearMap.funLeft ℂ ℂ
    (Subtype.val : {s : Finset (Fin N) // s.card = p + 1} → Finset (Fin N))) ∘ₗ Sp N ∘ₗ e
  -- the sector with one more up spin is smaller, so raising has a kernel
  have hker : ∃ f, f ≠ 0 ∧ T f = 0 := by
    by_contra hno
    have inj : Function.Injective T := (injective_iff_map_eq_zero T).2
      fun f hf => by_contra fun h0 => hno ⟨f, h0, hf⟩
    have hd := LinearMap.finrank_le_finrank_of_injective inj
    rw [Module.finrank_fintype_fun_eq_card, Module.finrank_fintype_fun_eq_card,
      Fintype.card_finset_len, Fintype.card_finset_len, Fintype.card_fin] at hd
    have h0 := Nat.choose_succ_right_eq N p
    have hpos := Nat.choose_pos hp
    obtain ⟨q, hq⟩ : ∃ q, N - p = q := ⟨_, rfl⟩
    rw [hq] at h0
    have hqp : q ≤ p := by omega
    have h1 := Nat.mul_le_mul_right (p + 1) hd
    have h2 := Nat.mul_le_mul_left (N.choose p) hqp
    nlinarith
  obtain ⟨f, hf, hT⟩ := hker
  refine ⟨e f, fun h => hf (funext fun s => ?_), highest_weight (funext fun s => ?_) ?_⟩
  · have hv : e f s.1 = f s := dif_pos s.2
    rw [← hv, h]
    rfl
  · by_cases hs : s.card = p + 1
    · exact congrFun hT ⟨s, hs⟩
    · simp only [Sp, LinearMap.sum_apply, Finset.sum_apply]
      refine Finset.sum_eq_zero fun i _ => ?_
      change (if i ∈ s then e f (s.erase i) else 0) = 0
      split_ifs with hi
      · have hc := Finset.card_erase_add_one hi
        exact dif_neg (by omega)
      · rfl
  · intro s hs
    exact dif_neg hs
```

$S^+$ maps the sector with $p$ up spins, of dimension $\binom Np$, into one of dimension
$$\binom N{p+1}=\frac{N-p}{p+1}\binom Np<\binom Np\quad\text{for } N/2\le p\le N.$$
Some nonzero vector is therefore annihilated, and `highest_weight` gives its spin.

The Mathlib device here is `LinearMap.finrank_le_finrank_of_injective`: an injective linear map cannot lower the dimension. The code builds `T`, which is $S^+$ between the two sectors, and supposes that it has no nonzero kernel vector. `T` is then injective, which contradicts the binomial inequality. No explicit state is needed.

## Which vectors are lowest

```lean
/-- Let `M` be the magnetisation of `N` spins of which `p` are up. For `J > 0` and `J M ≤ B`, with
`B ≤ J (M + 1)` if `p < N`, every nonzero state with `S = Sz = M` is a ground vector, and its energy
is `level N J B M`. -/
theorem ground_of_spin {p : ℕ} {J B : ℝ} {ψ : State N} (hJ : 0 < J)
    (hlo : J * mag N p ≤ B) (hhi : p < N → B ≤ J * (mag N p + 1))
    (h0 : ψ ≠ 0) (hS : HasSpin (mag N p) (mag N p) ψ) :
    hamiltonian N J B ψ = (level N J B (mag N p) : ℂ) • ψ ∧
      IsGround (hamiltonian N J B) ψ := by
  have he : hamiltonian N J B ψ = (level N J B (mag N p) : ℂ) • ψ := by
    rw [(hamiltonian_eq N J B).2]
    simp only [LinearMap.sub_apply, LinearMap.smul_apply, Module.End.one_apply, hS.1, hS.2,
      level]
    push_cast
    module
  have gap : ∀ s : Finset (Fin N), level N J B (mag N p) ≤ level N J B (mag N s.card) := by
    intro s
    have hc : s.card ≤ N := by simpa using Finset.card_le_univ s
    simp only [level, mag] at hlo hhi ⊢
    rcases lt_trichotomy s.card p with h | h | h
    · have h' : (s.card : ℝ) + 1 ≤ p := by exact_mod_cast h
      have a : 0 ≤ (p : ℝ) - s.card := by linarith
      have b : 0 ≤ (p : ℝ) - s.card - 1 := by linarith
      nlinarith [mul_nonneg a (sub_nonneg.2 hlo), mul_nonneg hJ.le (mul_nonneg a b)]
    · rw [h]
    · have h' : (p : ℝ) + 1 ≤ s.card := by exact_mod_cast h
      have a : 0 ≤ (s.card : ℝ) - p := by linarith
      have b : 0 ≤ (s.card : ℝ) - p - 1 := by linarith
      nlinarith [mul_nonneg a (sub_nonneg.2 (hhi (by omega))),
        mul_nonneg hJ.le (mul_nonneg a b)]
  refine ⟨he, h0, _, he, fun E' φ hφ hE => ?_⟩
  by_contra hlt
  have hlt' := not_le.1 hlt
  have bal := energy_balance hE
  obtain ⟨t, ht⟩ := Function.ne_iff.1 hφ
  have h1 : 0 < ∑ s, (level N J B (mag N s.card) - E') * ‖φ s‖ ^ 2 :=
    Finset.sum_pos' (fun s _ => mul_nonneg (by linarith [gap s]) (sq_nonneg _))
      ⟨t, Finset.mem_univ _, mul_pos (by linarith [gap t]) (pow_pos (norm_pos_iff.2 ht) 2)⟩
  have h2 : 0 ≤ J / 2 * ∑ s, ‖Sp N φ s‖ ^ 2 := by positivity
  linarith
```

A state with $S=S^z=M$ has energy $e(M)$. For any other magnetisation $m$,
$$e(m)-e(M)=(m-M)\left[\tfrac J2(m+M+1)-B\right].$$
If $m\ge M+1$, the bracket is at least $J(M+1)-B\ge0$; if $m\le M-1$, it is at most $JM-B\le0$. Either way the difference is nonnegative (`gap`). An eigenvalue $E'<e(M)$ would make the second sum in the balance positive, which is impossible.

```lean
/-- Let `J > 0`, let `p` of `N` spins be up, at least half, with magnetisation `M`. If `J M < B`,
and `B < J (M + 1)` unless `p = N`, the ground vectors are the nonzero states with `S = Sz = M`. -/
theorem ground_iff {p : ℕ} {J B : ℝ} {ψ : State N} (hJ : 0 < J) (hN : N ≤ 2 * p)
    (hp : p ≤ N) (hlo : J * mag N p < B) (hhi : p < N → B < J * (mag N p + 1)) :
    IsGround (hamiltonian N J B) ψ ↔ ψ ≠ 0 ∧ HasSpin (mag N p) (mag N p) ψ := by
  refine ⟨?_, fun h => (ground_of_spin hJ hlo.le (fun h => (hhi h).le) h.1 h.2).2⟩
  rintro ⟨h0, E, hE, hmin⟩
  obtain ⟨φ, hφ, hS⟩ := exists_highest hN hp
  have hle := hmin _ φ hφ (ground_of_spin hJ hlo.le (fun h => (hhi h).le) hφ hS).1
  have gap : ∀ s : Finset (Fin N), s.card ≠ p →
      level N J B (mag N p) < level N J B (mag N s.card) := by
    intro s hs
    have hc : s.card ≤ N := by simpa using Finset.card_le_univ s
    simp only [level, mag] at hlo hhi ⊢
    rcases lt_or_gt_of_ne hs with h | h
    · have h' : (s.card : ℝ) + 1 ≤ p := by exact_mod_cast h
      have a : 0 < (p : ℝ) - s.card := by linarith
      have b : 0 ≤ (p : ℝ) - s.card - 1 := by linarith
      nlinarith [mul_pos a (sub_pos.2 hlo), mul_nonneg hJ.le (mul_nonneg a.le b)]
    · have h' : (p : ℝ) + 1 ≤ s.card := by exact_mod_cast h
      have a : 0 < (s.card : ℝ) - p := by linarith
      have b : 0 ≤ (s.card : ℝ) - p - 1 := by linarith
      nlinarith [mul_pos a (sub_pos.2 (hhi (by omega))),
        mul_nonneg hJ.le (mul_nonneg a.le b)]
  have hnn : ∀ s ∈ (Finset.univ : Finset (Finset (Fin N))),
      0 ≤ (level N J B (mag N s.card) - E) * ‖ψ s‖ ^ 2 := by
    intro s _
    refine mul_nonneg ?_ (sq_nonneg _)
    by_cases h : s.card = p
    · rw [h]; linarith
    · linarith [gap s h]
  -- both nonnegative parts of the balance vanish
  have bal := energy_balance hE
  have hY := Finset.sum_nonneg hnn
  have hX : 0 ≤ J / 2 * ∑ s, ‖Sp N ψ s‖ ^ 2 := by positivity
  have hX0 : ∑ s, ‖Sp N ψ s‖ ^ 2 = 0 :=
    (mul_eq_zero.1 (le_antisymm (by linarith) hX)).resolve_left (half_pos hJ).ne'
  have hY0 := le_antisymm (by linarith) hY
  refine ⟨h0, highest_weight (funext fun s => ?_) fun s hs => ?_⟩
  · have h := (Finset.sum_eq_zero_iff_of_nonneg fun s _ => sq_nonneg _).1 hX0 s
      (Finset.mem_univ s)
    exact norm_eq_zero.1 ((pow_eq_zero_iff two_ne_zero).1 h)
  · have h := (Finset.sum_eq_zero_iff_of_nonneg hnn).1 hY0 s (Finset.mem_univ s)
    have h' := (mul_eq_zero.1 h).resolve_left
      (sub_pos.2 (lt_of_le_of_lt hle (gap s hs))).ne'
    exact norm_eq_zero.1 ((pow_eq_zero_iff two_ne_zero).1 h')
```

With strict field inequalities, $e(M)$ is the unique minimum. The state from `exists_highest` gives $E\le e(M)$ for a ground vector, so both sums in the balance are nonnegative and must vanish. Hence $S^+\psi=0$ and only $|s|=p$ contributes, so $S=S^z=M$. The converse is `ground_of_spin`. Odd $N$ is allowed, with half-integer $M$; since then $M\ge\tfrac12$, the theorem does not cover fields $B\le J/2$.

```lean
/-- For `2n` spins and `J > 0`, the ground vectors are the nonzero states with `S = Sz = k` when
`k < n` and `J k < B < J (k + 1)`, and those with `S = Sz = n` when `B > J n`. -/
theorem spin_staircase (n : ℕ) {J B : ℝ} (hJ : 0 < J) (ψ : State (2 * n)) :
    (∀ k : ℕ, k < n → J * k < B → B < J * (k + 1) →
      (IsGround (hamiltonian (2 * n) J B) ψ ↔ ψ ≠ 0 ∧ HasSpin k k ψ)) ∧
    (J * n < B → (IsGround (hamiltonian (2 * n) J B) ψ ↔ ψ ≠ 0 ∧ HasSpin n n ψ)) := by
  have hm : ∀ k : ℕ, mag (2 * n) (n + k) = k := by
    intro k; unfold mag; push_cast; ring
  constructor
  · intro k hk h1 h2
    have h := ground_iff (p := n + k) (B := B) (ψ := ψ) hJ (by omega) (by omega)
      (by rw [hm]; exact h1) (fun _ => by rw [hm]; exact h2)
    rwa [hm] at h
  · intro h1
    have h := ground_iff (p := n + n) (B := B) (ψ := ψ) hJ (by omega) (by omega)
      (by rw [hm]; exact h1) (fun h => absurd h (by omega))
    rwa [hm] at h
```

Set $N=2n$ and $p=n+k$, so $M=k$. For $k<n$ and $Jk<B<J(k+1)$, the ground vectors are exactly the nonzero states with $S=S^z=k$; for $B>Jn$, those with $S=S^z=n$, fully polarised.

```lean
/-- For `2n` spins, `J > 0` and `k < n`, at the field `B = J (k + 1)` there are ground vectors with
`S = Sz = k` and ground vectors with `S = Sz = k + 1`. -/
theorem level_crossing {n k : ℕ} {J : ℝ} (hJ : 0 < J) (hk : k < n) :
    (∃ ψ, HasSpin k k ψ ∧ IsGround (hamiltonian (2 * n) J (J * (k + 1))) ψ) ∧
    (∃ ψ, HasSpin (k + 1) (k + 1) ψ ∧
      IsGround (hamiltonian (2 * n) J (J * (k + 1))) ψ) := by
  have hm : mag (2 * n) (n + k) = k := by unfold mag; push_cast; ring
  have hm' : mag (2 * n) (n + k + 1) = k + 1 := by unfold mag; push_cast; ring
  obtain ⟨ψ, hψ, hS⟩ := exists_highest (N := 2 * n) (p := n + k) (by omega) (by omega)
  obtain ⟨φ, hφ, hT⟩ := exists_highest (N := 2 * n) (p := n + k + 1) (by omega) (by omega)
  refine ⟨⟨ψ, by rwa [hm] at hS, (ground_of_spin hJ ?_ (fun _ => ?_) hψ hS).2⟩,
    ⟨φ, by rwa [hm'] at hT, (ground_of_spin hJ ?_ (fun _ => ?_) hφ hT).2⟩⟩
  · rw [hm]; nlinarith
  · rw [hm]
  · rw [hm']
  · rw [hm']; nlinarith

end

end SpinStaircase
```

At $B=J(k+1)$ with $0\le k<n$, spins $k$ and $k+1$ both supply ground vectors; the theorem does not classify all ground vectors there. For the tetrahedron, $n=2$, the ground spin rises from 0 to 1 at $B=J$ and from 1 to 2 at $B=2J$. For an even number of spins 1/2 with uniform antiferromagnetic all-to-all exchange, these crossing fields can serve as a test of an exact-diagonalisation code.

```lean
#print axioms SpinStaircase.spin_staircase
#print axioms SpinStaircase.level_crossing
```

```
'SpinStaircase.spin_staircase' depends on axioms: [propext, Classical.choice, Quot.sound]
'SpinStaircase.level_crossing' depends on axioms: [propext, Classical.choice, Quot.sound]
```
